# At fixed orbitals, an adiabatic local kernel leaves the total oscillator strength unchanged

A molecule in a weak oscillating field responds by mixing occupied and empty orbitals. If the electrons moved independently, each transition would respond at its own orbital gap. In fact the displaced charge changes the potential felt by every electron, and a kernel describes this coupling. Which features of the polarizability depend on the kernel, and which are already fixed by the orbitals?

Take finitely many transitions and real orbitals. Let $D$ be the diagonal matrix of orbital gaps and $h$ the vector of transition dipoles along the field. Without coupling, set $M=D$; a kernel matrix $K$, with its constant factors absorbed, replaces $M$ by $M+K$. In atomic units, and up to a common prefactor, the polarizability at frequency $w$ is

$$a(w)=h^T(M-w^2D^{-1})^{-1}h .$$

The kernel is adiabatic, so $K$ does not depend on $w$. It is local in the sense that the induced potential multiplies the orbitals, as the Hartree potential does. With real orbitals it therefore enters $M$ and leaves the $D^{-1}$ in the frequency term alone. The derivation uses only these two properties and lets $D$ and $M$ be general real symmetric positive definite matrices. Positive $D$ stands for positive gaps, and positive $M$ for a stable ground state, with no mode of zero or imaginary frequency.

## The high-frequency limit

Put $t=w^{-2}$ and factor out $-w^2$:

$$M-w^2D^{-1}=-w^2(D^{-1}-tM).$$

At $t=0$ the bracket is $D^{-1}$, whose determinant is nonzero. By continuity the determinant stays nonzero for small $t$, so the inverse exists at all large $w$, and

$$-w^2a(w)=h^T(D^{-1}-tM)^{-1}h\;\longrightarrow\;h^TDh .$$

$M$ has disappeared.

## Normal modes and their total strength

To see that $h^TDh$ is a total oscillator strength, write $U^TDU=\mathrm{diag}(d)$ with $U$ orthogonal, and let $T=U\,\mathrm{diag}(d^{-1/2})$, so that $T^TDT=1$. Then $S=DT$ satisfies $S^TD^{-1}S=T^TDT=1$. The matrix $S^TMS$ is symmetric, so an orthogonal $V$ diagonalizes it. With $X=SV$,

$$X^TD^{-1}X=1,\qquad X^TMX=\mathrm{diag}(\Omega_m^2).$$

The diagonal entries are positive because $M$ is positive definite and the columns of $X$ are nonzero, so we may take $\Omega_m>0$.

It follows that $X^T(M-w^2D^{-1})X=\mathrm{diag}(\Omega_m^2-w^2)$. Away from resonance, inverting gives $(M-w^2D^{-1})^{-1}=X\,\mathrm{diag}\big((\Omega_m^2-w^2)^{-1}\big)X^T$, and hence

$$a(w)=\sum_m\frac{f_m}{\Omega_m^2-w^2},\qquad f_m=(X^Th)_m^2 .$$

Since $X$ is square, $X^TD^{-1}X=1$ implies $XX^TD^{-1}=1$, that is, $XX^T=D$. Therefore

$$\sum_m f_m=h^TXX^Th=h^TDh .$$

The kernel can move strength between modes and shift their frequencies, but the total stays the same.

## The static response does depend on the kernel

At zero frequency $a(0)=h^TM^{-1}h$. Write $q(h)$ for this quadratic form and $e_i$ for the unit vectors. Because $M^{-1}$ is symmetric,

$$(M^{-1})_{ij}=\tfrac12\big[q(e_i+e_j)-q(e_i)-q(e_j)\big].$$

The static polarizabilities for all $h$ thus determine $M$. If $K\neq0$ and $M+K$ is also positive definite, $a(0)$ must change for some $h$. It need not change for every $h$: a kernel acting only on one transition is invisible to a dipole vector that couples only to another, when $M$ is diagonal.

For linear-response calculations with real orbitals, a finite set of transitions and an adiabatic local kernel, the sum rule $\sum_m f_m=h^TDh$ means that changing the kernel at fixed orbitals and gaps cannot correct a wrong total strength. This holds for the full response equations. The Tamm–Dancoff approximation drops the coupling between excitations and de-excitations, which puts the kernel into the frequency term as well, and the total strength can then depend on it.

## The response function and its modes in Lean

The finite type `n` labels both transitions and modes.

```lean
import Mathlib

open Matrix Filter Topology

namespace AdiabaticKernelResponse

noncomputable section

variable {n : Type*} [Fintype n] [DecidableEq n]
```

The polarizability is defined for any real square matrices. In the code `*ᵥ` applies a matrix to a vector and `⬝ᵥ` is the dot product. Lean assigns the value zero to the inverse of a singular matrix, so the definition has its physical meaning only away from resonance.

```lean
/-- The dynamic polarizability `hᵀ (M - w² D⁻¹)⁻¹ h` at frequency `w`, for invertible `D` and
frequencies at which `M - w² D⁻¹` is invertible. -/
def polarizability (D M : Matrix n n ℝ) (h : n → ℝ) (w : ℝ) : ℝ :=
  h ⬝ᵥ ((M - w ^ 2 • D⁻¹)⁻¹ *ᵥ h)
```

Normal modes are specified by the two matrix equations found above. They fix only $\Omega_m^2$; the positive sign is supplied by the existence theorem.

```lean
/-- The columns of `X` are normal modes with frequencies `Ω`: they are orthonormal in the
metric `D⁻¹`, for invertible `D`, and they diagonalize `M` with entries `Ω²`. -/
structure IsNormalModes (D M X : Matrix n n ℝ) (Ω : n → ℝ) : Prop where
  orthonormal : Xᵀ * D⁻¹ * X = 1
  diagonalizes : Xᵀ * M * X = diagonal fun m => Ω m ^ 2
```

The strength of mode `m` is $f_m$, in the same normalization as $a(w)$.

```lean
/-- The oscillator strength of mode `m`: the squared overlap of the dipole vector with the
`m`-th column of `X`. -/
def oscillatorStrength (X : Matrix n n ℝ) (h : n → ℝ) (m : n) : ℝ :=
  (Xᵀ *ᵥ h) m ^ 2
```

## Constructing the modes

The first lemma is the identity $(Yu)^TP(Yu)=u^T(Y^TPY)u$.

```lean
omit [DecidableEq n] in
/-- A quadratic form evaluated on transformed vectors is the transformed quadratic form. -/
theorem form_transform (P Y : Matrix n n ℝ) (u : n → ℝ) :
    (Y *ᵥ u) ⬝ᵥ (P *ᵥ (Y *ᵥ u)) = u ⬝ᵥ ((Yᵀ * P * Y) *ᵥ u) := by
  rw [← Matrix.mulVec_mulVec, ← Matrix.mulVec_mulVec, Matrix.dotProduct_mulVec u Yᵀ,
    Matrix.vecMul_transpose]
```

Applied to a unit vector, it shows that the diagonal entries are positive. The hypothesis `Z * Y = 1` ensures that the corresponding column of $Y$ is nonzero.

```lean
/-- If an invertible change of basis makes a positive definite matrix diagonal, the diagonal
entries are positive. -/
theorem diagonal_pos {P Y Z : Matrix n n ℝ} {d : n → ℝ} (hP : P.PosDef) (hZ : Z * Y = 1)
    (hd : Yᵀ * P * Y = diagonal d) (m : n) : 0 < d m := by
  have hx : Y *ᵥ Pi.single m (1 : ℝ) ≠ 0 := by
    intro h0
    have h1 := congrArg (fun v => (Z *ᵥ v) m) h0
    simp only [Matrix.mulVec_mulVec, hZ, Matrix.one_mulVec, Matrix.mulVec_zero] at h1
    simp at h1
  have h2 := hP.dotProduct_mulVec_pos hx
  rw [star_trivial, form_transform, hd] at h2
  simpa [Matrix.mulVec_diagonal] using h2
```

Next, Mathlib's orthonormal eigenvectors are assembled as the columns of $U$. The steps `hU` and `hAU` are $U^TU=1$ and the eigenvalue equation.

```lean
/-- A real symmetric matrix is diagonalized by an orthogonal matrix. -/
theorem exists_orthogonal_diagonal {A : Matrix n n ℝ} (hA : Aᵀ = A) :
    ∃ (U : Matrix n n ℝ) (d : n → ℝ), Uᵀ * U = 1 ∧ Uᵀ * A * U = diagonal d := by
  have hH : A.IsHermitian := by
    rw [Matrix.IsHermitian, conjTranspose_eq_transpose_of_trivial]
    exact hA
  let U : Matrix n n ℝ := Matrix.of fun i j => (hH.eigenvectorBasis j).ofLp i
  have hU : Uᵀ * U = 1 := by
    ext i j
    have h1 := orthonormal_iff_ite.mp hH.eigenvectorBasis.orthonormal i j
    rw [PiLp.inner_apply] at h1
    rw [Matrix.mul_apply, Matrix.one_apply, ← h1]
    refine Finset.sum_congr rfl fun k _ => ?_
    simp [U, mul_comm]
  have hAU : A * U = U * diagonal hH.eigenvalues := by
    ext i j
    have h1 := congrFun (hH.mulVec_eigenvectorBasis j) i
    rw [Matrix.mul_diagonal, mul_comm]
    exact h1
  refine ⟨U, hH.eigenvalues, hU, ?_⟩
  rw [Matrix.mul_assoc, hAU, ← Matrix.mul_assoc, hU, Matrix.one_mul]
```

The existence theorem then carries out the two diagonalizations. It obtains $T$ from $D$, proves $S^TD^{-1}S=1$ as `hS`, and rotates by $V$. The steps `h1` and `h2` are the two defining equations for $X=DTV$, with `e` holding the squared frequencies.

```lean
/-- For positive definite `D` and `M` there is a complete set of normal modes with positive
frequencies. -/
theorem exists_normalModes {D M : Matrix n n ℝ} (hD : D.PosDef) (hM : M.PosDef) :
    ∃ (X : Matrix n n ℝ) (Ω : n → ℝ), IsNormalModes D M X Ω ∧ ∀ m, 0 < Ω m := by
  have hDs : Dᵀ = D := by
    rw [← conjTranspose_eq_transpose_of_trivial]; exact hD.isHermitian
  have hMs : Mᵀ = M := by
    rw [← conjTranspose_eq_transpose_of_trivial]; exact hM.isHermitian
  -- rescaled eigenvectors of `D` bring `D` to the identity
  obtain ⟨T, hT⟩ : ∃ T : Matrix n n ℝ, Tᵀ * D * T = 1 := by
    obtain ⟨U, d, hU, hd⟩ := exists_orthogonal_diagonal hDs
    have key : ∀ r x : ℝ, r ≠ 0 → r * r = x → r⁻¹ * x * r⁻¹ = 1 := by
      rintro r _ hr rfl
      field_simp
    refine ⟨U * diagonal fun m => (√(d m))⁻¹, ?_⟩
    calc _ = (diagonal fun m => (√(d m))⁻¹) * (Uᵀ * D * U) *
          (diagonal fun m => (√(d m))⁻¹) := by
          simp only [transpose_mul, diagonal_transpose, Matrix.mul_assoc]
      _ = 1 := by
          rw [hd, diagonal_mul_diagonal, diagonal_mul_diagonal, ← diagonal_one]
          exact congrArg diagonal (funext fun m =>
            key _ _ (Real.sqrt_pos.2 (diagonal_pos hD hU hd m)).ne'
              (Real.mul_self_sqrt (diagonal_pos hD hU hd m).le))
  have hS : (D * T)ᵀ * D⁻¹ * (D * T) = 1 := by
    calc _ = Tᵀ * ((D * D⁻¹) * (D * T)) := by
          simp only [transpose_mul, hDs, Matrix.mul_assoc]
      _ = 1 := by
          rw [Matrix.mul_nonsing_inv _ (isUnit_iff_ne_zero.2 hD.det_pos.ne'), Matrix.one_mul,
            ← Matrix.mul_assoc, hT]
  -- a further rotation diagonalizes `M`
  obtain ⟨V, e, hV, he⟩ := exists_orthogonal_diagonal
    (A := (D * T)ᵀ * M * (D * T)) (by
      simp only [transpose_mul, transpose_transpose, hMs, Matrix.mul_assoc])
  have h1 : (D * T * V)ᵀ * D⁻¹ * (D * T * V) = 1 := by
    calc _ = Vᵀ * ((D * T)ᵀ * D⁻¹ * (D * T)) * V := by
          simp only [transpose_mul, Matrix.mul_assoc]
      _ = 1 := by rw [hS, Matrix.mul_one, hV]
  have h2 : (D * T * V)ᵀ * M * (D * T * V) = diagonal e := by
    rw [← he]
    simp only [transpose_mul, Matrix.mul_assoc]
  have hpos := diagonal_pos hM h1 h2
  refine ⟨D * T * V, fun m => √(e m), ⟨h1, ?_⟩, fun m => Real.sqrt_pos.2 (hpos m)⟩
  rw [h2]
  exact congrArg diagonal (funext fun m => (Real.sq_sqrt (hpos m).le).symm)
```

## Sum over states and total strength

The hypothesis `hw` excludes resonances. Step `h1` diagonalizes the response matrix, and `h3` verifies the inverse $X E X^T$, where $E$ is the diagonal matrix of inverse denominators.

```lean
/-- Away from the resonances, the polarizability is the sum over modes of oscillator strength
divided by `Ω² - w²`. -/
theorem polarizability_sum_over_states {D M X : Matrix n n ℝ} {Ω : n → ℝ}
    (hX : IsNormalModes D M X Ω) (h : n → ℝ) {w : ℝ} (hw : ∀ m, Ω m ^ 2 - w ^ 2 ≠ 0) :
    polarizability D M h w = ∑ m, oscillatorStrength X h m / (Ω m ^ 2 - w ^ 2) := by
  let E : Matrix n n ℝ := diagonal fun m => (Ω m ^ 2 - w ^ 2)⁻¹
  have h1 : Xᵀ * (M - w ^ 2 • D⁻¹) * X = diagonal fun m => Ω m ^ 2 - w ^ 2 := by
    rw [Matrix.mul_sub, Matrix.sub_mul, Matrix.mul_smul, Matrix.smul_mul, hX.orthonormal,
      hX.diagonalizes]
    ext i j
    by_cases hij : i = j
    · subst hij; simp
    · simp [hij]
  have h2 : Xᵀ * ((M - w ^ 2 • D⁻¹) * X * E) = 1 := by
    rw [← Matrix.mul_assoc, ← Matrix.mul_assoc, h1, diagonal_mul_diagonal, ← diagonal_one]
    exact congrArg diagonal (funext fun m => mul_inv_cancel₀ (hw m))
  -- moving `Xᵀ` to the right exhibits the inverse
  have h3 : (M - w ^ 2 • D⁻¹) * (X * E * Xᵀ) = 1 := by
    have h4 := mul_eq_one_comm.mp h2
    simpa only [Matrix.mul_assoc] using h4
  have h5 := form_transform E Xᵀ h
  rw [transpose_transpose] at h5
  rw [polarizability, Matrix.inv_eq_right_inv h3, ← h5]
  refine Finset.sum_congr rfl fun m _ => ?_
  rw [Matrix.mulVec_diagonal, oscillatorStrength]
  ring
```

The total strength follows from completeness, `h2`. The theorem holds for any modes satisfying the two equations, and the invertibility of $D$ is deduced from them.

```lean
/-- The oscillator strengths of the normal modes add up to `hᵀ D h`. -/
theorem sum_oscillatorStrength {D M X : Matrix n n ℝ} {Ω : n → ℝ}
    (hX : IsNormalModes D M X Ω) (h : n → ℝ) :
    ∑ m, oscillatorStrength X h m = h ⬝ᵥ (D *ᵥ h) := by
  -- orthonormality of a full set implies completeness, `X Xᵀ = D`
  have h1 : X * Xᵀ * D⁻¹ = 1 := by
    rw [Matrix.mul_assoc]
    exact mul_eq_one_comm.mp hX.orthonormal
  have hD : IsUnit D.det :=
    (Matrix.isUnit_nonsing_inv_det_iff).1 (Matrix.isUnit_det_of_left_inverse h1)
  have h2 : X * Xᵀ = D := by
    calc X * Xᵀ = X * Xᵀ * D⁻¹ * D := by
          rw [Matrix.mul_assoc (X * Xᵀ), Matrix.nonsing_inv_mul _ hD, Matrix.mul_one]
      _ = D := by rw [h1, Matrix.one_mul]
  have h3 := form_transform 1 Xᵀ h
  rw [transpose_transpose, Matrix.mul_one, h2, Matrix.one_mulVec] at h3
  rw [← h3]
  exact Finset.sum_congr rfl fun m _ => sq _
```

## The limit for an arbitrary coupling matrix

Here $D$ need only be invertible, and $M$ is any square matrix. The notation `∀ᶠ w : ℝ in atTop` means "for all sufficiently large $w$".

Continuity at $t=0$, `hc`, comes from writing the inverse as the adjugate divided by the determinant. Step `hinv` factors out $-w^2$ and exhibits the inverse at large $w$; `lim` substitutes $t=w^{-2}$.

```lean
/-- For invertible `D` and any `M`, the response matrix is invertible at all sufficiently high
frequencies, and `-w² a(w)` tends to `hᵀ D h`. -/
theorem high_frequency_limit {D : Matrix n n ℝ} (hD : IsUnit D.det) (M : Matrix n n ℝ)
    (h : n → ℝ) :
    (∀ᶠ w : ℝ in atTop, IsUnit (M - w ^ 2 • D⁻¹).det) ∧
      Tendsto (fun w => -w ^ 2 * polarizability D M h w) atTop (𝓝 (h ⬝ᵥ (D *ᵥ h))) := by
  have hF : Continuous fun t : ℝ => D⁻¹ - t • M :=
    continuous_const.sub (continuous_id.smul continuous_const)
  have h0 : (D⁻¹ - (0 : ℝ) • M).det ≠ 0 := by
    rw [zero_smul, sub_zero]
    exact ((Matrix.isUnit_nonsing_inv_det_iff).2 hD).ne_zero
  -- the rescaled response is continuous at infinite frequency, `t = 1 / w² = 0`
  have hc : ContinuousAt (fun t : ℝ => h ⬝ᵥ ((D⁻¹ - t • M)⁻¹ *ᵥ h)) 0 := by
    have hadj : Continuous fun t : ℝ => h ⬝ᵥ ((D⁻¹ - t • M).adjugate *ᵥ h) := by
      change Continuous fun t : ℝ => ∑ i, h i * ∑ j, (D⁻¹ - t • M).adjugate i j * h j
      exact continuous_finsetSum _ fun i _ => continuous_const.mul
        (continuous_finsetSum _ fun j _ =>
          (hF.matrix_adjugate.matrix_elem i j).mul continuous_const)
    have heq : (fun t : ℝ => h ⬝ᵥ ((D⁻¹ - t • M)⁻¹ *ᵥ h)) =
        fun t => ((D⁻¹ - t • M).det)⁻¹ * (h ⬝ᵥ ((D⁻¹ - t • M).adjugate *ᵥ h)) := by
      funext t
      rw [Matrix.inv_def, Ring.inverse_eq_inv', Matrix.smul_mulVec, dotProduct_smul,
        smul_eq_mul]
    rw [heq]
    exact (hF.matrix_det.continuousAt.inv₀ h0).mul hadj.continuousAt
  have hlim : Tendsto (fun w : ℝ => (w ^ 2)⁻¹) atTop (𝓝 0) :=
    tendsto_inv_atTop_zero.comp (tendsto_pow_atTop two_ne_zero)
  have hev := hlim.eventually (hF.matrix_det.continuousAt.eventually_ne h0)
  -- factoring out `-w²` gives the inverse at high frequency
  have hinv : ∀ᶠ w : ℝ in atTop, w ≠ 0 ∧
      (M - w ^ 2 • D⁻¹) * (-(w ^ 2)⁻¹ • (D⁻¹ - (w ^ 2)⁻¹ • M)⁻¹) = 1 := by
    filter_upwards [hev, eventually_gt_atTop 0] with w hw hpos
    have hw2 : w ^ 2 * (w ^ 2)⁻¹ = 1 := mul_inv_cancel₀ (pow_ne_zero 2 hpos.ne')
    have e : M - w ^ 2 • D⁻¹ = (-w ^ 2) • (D⁻¹ - (w ^ 2)⁻¹ • M) := by
      rw [smul_sub, smul_smul, neg_mul, hw2]
      module
    refine ⟨hpos.ne', ?_⟩
    rw [e, Matrix.smul_mul, Matrix.mul_smul, smul_smul, neg_mul_neg, hw2, one_smul,
      Matrix.mul_nonsing_inv _ (isUnit_iff_ne_zero.2 hw)]
  refine ⟨hinv.mono fun w hw => Matrix.isUnit_det_of_right_inverse hw.2, ?_⟩
  have lim : Tendsto (fun w : ℝ => h ⬝ᵥ ((D⁻¹ - (w ^ 2)⁻¹ • M)⁻¹ *ᵥ h)) atTop
      (𝓝 (h ⬝ᵥ ((D⁻¹ - (0 : ℝ) • M)⁻¹ *ᵥ h))) := hc.tendsto.comp hlim
  rw [zero_smul, sub_zero, Matrix.nonsing_inv_nonsing_inv _ hD] at lim
  refine lim.congr' ?_
  filter_upwards [hinv] with w hw
  rw [polarizability, Matrix.inv_eq_right_inv hw.2, Matrix.smul_mulVec, dotProduct_smul,
    smul_eq_mul, ← mul_assoc, neg_mul_neg, mul_inv_cancel₀ (pow_ne_zero 2 hw.1), one_mul]
```

## Detecting the kernel at zero frequency

`PosDef` includes symmetry, which `hs` passes on to the inverse. Steps `h1`, `h2` and `h3` probe with $e_i$, $e_j$ and $e_i+e_j$, and `linarith` solves for the matrix entry.

```lean
/-- Two positive definite matrices `M` and `N` that give the same static polarizability for
every dipole vector are equal. -/
theorem static_polarizability_injective (D : Matrix n n ℝ) {M N : Matrix n n ℝ}
    (hM : M.PosDef) (hN : N.PosDef)
    (heq : ∀ h, polarizability D M h 0 = polarizability D N h 0) : M = N := by
  have hs : ∀ A : Matrix n n ℝ, A.PosDef → ∀ i j, A⁻¹ j i = A⁻¹ i j := by
    intro A hA i j
    have h1 : Aᵀ = A := by
      rw [← conjTranspose_eq_transpose_of_trivial]; exact hA.isHermitian
    have h2 : (A⁻¹)ᵀ = A⁻¹ := by rw [Matrix.transpose_nonsing_inv, h1]
    exact congrFun (congrFun h2 i) j
  have hq : ∀ h : n → ℝ, h ⬝ᵥ (M⁻¹ *ᵥ h) = h ⬝ᵥ (N⁻¹ *ᵥ h) := by
    intro h
    simpa [polarizability] using heq h
  -- polarization: probe with unit vectors and their pairwise sums
  have hinv : M⁻¹ = N⁻¹ := by
    ext i j
    have h1 := hq (Pi.single i 1)
    have h2 := hq (Pi.single j 1)
    have h3 := hq (Pi.single i 1 + Pi.single j 1)
    simp only [Matrix.mulVec_add, add_dotProduct, dotProduct_add] at h3
    simp only [Matrix.mulVec_single_one, single_one_dotProduct, Matrix.col_apply] at h1 h2 h3
    linarith [hs M hM i j, hs N hN i j]
  rw [← Matrix.nonsing_inv_nonsing_inv M (isUnit_iff_ne_zero.2 hM.det_pos.ne'), hinv,
    Matrix.nonsing_inv_nonsing_inv N (isUnit_iff_ne_zero.2 hN.det_pos.ne')]
```

The last theorem combines both ends of the spectrum. If no static polarizability changed, injectivity would give $M+K=M$, contradicting `hK`. The two limits are instances of the previous section's result. When $D$ is positive definite as well, modes exist with and without $K$, and `sum_oscillatorStrength` identifies the common limit as the total strength of each set.

The vector detecting the kernel ranges over all of $\mathbb R^n$, so it need not be one of a given molecule's three Cartesian dipole vectors. The theorem also keeps $D$ and $h$ fixed: it does not describe orbitals recomputed with a new functional, a frequency-dependent kernel, or nonlocal exchange that alters $D$. Nor does it equate $h^TDh$ with the number of electrons.

```lean
/-- Let `D` be invertible, and let a nonzero kernel `K` be added to a positive definite `M` with
`M + K` positive definite. The static polarizability changes for some dipole vector, while for
every dipole vector `-w² a(w)` has the same limit `hᵀ D h` with and without `K`. -/
theorem kernel_changes_static_not_total_strength {D M K : Matrix n n ℝ} (hD : IsUnit D.det)
    (hM : M.PosDef) (hMK : (M + K).PosDef) (hK : K ≠ 0) :
    (∃ h, polarizability D (M + K) h 0 ≠ polarizability D M h 0) ∧
      ∀ h, Tendsto (fun w => -w ^ 2 * polarizability D M h w) atTop (𝓝 (h ⬝ᵥ (D *ᵥ h))) ∧
        Tendsto (fun w => -w ^ 2 * polarizability D (M + K) h w) atTop
          (𝓝 (h ⬝ᵥ (D *ᵥ h))) := by
  refine ⟨?_, fun h => ⟨(high_frequency_limit hD M h).2,
    (high_frequency_limit hD (M + K) h).2⟩⟩
  by_contra hcon
  push Not at hcon
  exact hK (add_eq_left.mp (static_polarizability_injective D hMK hM hcon))

end

end AdiabaticKernelResponse
```

```lean
#print axioms AdiabaticKernelResponse.exists_normalModes
-- 'AdiabaticKernelResponse.exists_normalModes' depends on axioms: [propext, Classical.choice, Quot.sound]
#print axioms AdiabaticKernelResponse.polarizability_sum_over_states
-- 'AdiabaticKernelResponse.polarizability_sum_over_states' depends on axioms: [propext, Classical.choice, Quot.sound]
#print axioms AdiabaticKernelResponse.sum_oscillatorStrength
-- 'AdiabaticKernelResponse.sum_oscillatorStrength' depends on axioms: [propext, Classical.choice, Quot.sound]
#print axioms AdiabaticKernelResponse.kernel_changes_static_not_total_strength
-- 'AdiabaticKernelResponse.kernel_changes_static_not_total_strength' depends on axioms: [propext, Classical.choice, Quot.sound]
```
